# The ion's field cancels the R⁻⁴ tail in the core polarization energy of a distant neutral atom

Put a polarizable core at the origin and, far away on a line through it, an ion of charge $+1$ at distance $R$ and an electron at distance $R+s$. In atomic units, the field at the core along the outward direction is

$$\frac{1}{(R+s)^2}-\frac{1}{R^2}=-\frac{2Rs+s^2}{R^2(R+s)^2}\approx-\frac{2s}{R^3}.$$

A core of polarizability $a$ gains the energy $-a/2$ times the squared field, here about $-2as^2/R^6$. If the ion's term is left out, the field is $1/(R+s)^2$ and the energy is about $-a/(2R^4)$, even for $s=0$. The same cancellation holds in three dimensions for any number of electrons, under the conditions below.

## Static charges and a linear core

The ion has charge $Z$ and sits at $Rn$, where $n$ is a direction. The $N$ electrons sit at $Rn+d_i$, and $D=\sum_i d_i$. A charge $q$ at $r$ gives the field $F_q(r)=-q\,r/|r|^3$ at the core, so the atom's field and the energy are

$$f(R)=F_Z(Rn)+\sum_i F_{-1}(Rn+d_i),\qquad E(R)=-\frac a2|f(R)|^2.$$

The quadratic energy stands for linear, isotropic response: the field induces a dipole $af$. Physically $a>0$, but the theorems hold for every real $a$.

```lean
import Mathlib

open Filter Topology

namespace CorePolarization

noncomputable section

/-- Three-dimensional Euclidean space, with the polarizable core at the origin. -/
abbrev Space := EuclideanSpace ℝ (Fin 3)

/-- The electric field at the core produced by a point charge `q` at position `r ≠ 0`,
in atomic units. -/
def fieldAtCore (q : ℝ) (r : Space) : Space := (-q / ‖r‖ ^ 3) • r

/-- The field at the core of an atom at `R n`, with an ion of charge `Z` and `N` electrons
displaced from it by `d i`; no particle may sit at the core. -/
def atomField {N : ℕ} (Z : ℝ) (n : Space) (d : Fin N → Space) (R : ℝ) : Space :=
  fieldAtCore Z (R • n) + ∑ i, fieldAtCore (-1) (R • n + d i)

/-- The core polarization energy of a core with polarizability `a` in the field `f`. -/
def cppEnergy (a : ℝ) (f : Space) : ℝ := -a / 2 * ‖f‖ ^ 2
```

These are `fieldAtCore`, `atomField` and `cppEnergy`; `Space` is three-dimensional Euclidean space. At $r=0$ the Lean field is $0$ instead of singular, which does not affect the limits, since all charges are away from the core at large $R$.

The $d_i$ are fixed while $R$ grows. By hand, this lets one function describe the atom at all distances; in Lean, `d` is chosen before the limit in `R` is taken. Displacements growing in proportion to $R$ can spoil the result: with $Z=N=1$ and $d=Rn$, the field has magnitude $3/(4R^2)$, and the $R^{-4}$ energy returns.

The model has no short-range cutoff on the field and no charges besides those of the distant atom. A fixed field $f_0$ from the core's own valence electrons would add its own energy $-a|f_0|^2/2$ and the cross term $-a\langle f_0,f\rangle$. For a neutral atom the cross term falls off at least as fast as $R^{-3}$, but it can outweigh the $R^{-6}$ energy found below.

## A positive distance

For $R>0$ we have $|Rr|=R|r|$, hence

$$F_q(Rr)=-\frac{qRr}{R^3|r|^3}=R^{-2}F_q(r).$$

Since $Rn+d_i=R(n+d_i/R)$, moving the atom away amounts to shrinking its displacements at unit distance:

$$f(R)=R^{-2}g(1/R),\qquad g(t)=F_Z(n)+\sum_iF_{-1}(n+t\,d_i).$$

```lean
/-- Coulomb's inverse-square law: multiplying the position of a charge by `R > 0` divides its field
at the core by `R ^ 2`. -/
theorem fieldAtCore_smul (q : ℝ) {R : ℝ} (hR : 0 < R) (r : Space) :
    fieldAtCore q (R • r) = (R ^ 2)⁻¹ • fieldAtCore q r := by
  rcases eq_or_ne r 0 with rfl | hr
  · simp [fieldAtCore]
  · have hr' : ‖r‖ ≠ 0 := norm_ne_zero_iff.mpr hr
    unfold fieldAtCore
    rw [norm_smul, Real.norm_of_nonneg hR.le, smul_smul, smul_smul]
    congr 1
    field_simp

/-- For `R > 0`, the field at the core of an atom at `R n` is that of an atom at `n` whose
electronic displacements are divided by `R`, with the field divided by `R ^ 2`. -/
theorem atomField_scaling {N : ℕ} (Z : ℝ) (n : Space) (d : Fin N → Space) {R : ℝ}
    (hR : 0 < R) :
    atomField Z n d R = (R ^ 2)⁻¹ • atomField Z n (fun i => R⁻¹ • d i) 1 := by
  have h : ∀ i, R • n + d i = R • (n + R⁻¹ • d i) := fun i => by
    rw [smul_add, smul_inv_smul₀ hR.ne']
  simp only [atomField, one_smul, h, fieldAtCore_smul _ hR]
  rw [smul_add, Finset.smul_sum]
```

In `fieldAtCore_smul`, the hypothesis `hR` removes the absolute value from $|R|$, and `field_simp` cancels the powers. `atomField_scaling` applies this to each charge and pulls the common factor out of the sum. For negative $R$ the first identity would have the wrong sign, because the charge would then be on the other side of the core. The limits need only large $R$, so positivity costs nothing there.

## A direction of length one

The condition $|n|=1$, `hn` in Lean, makes $R$ the distance between core and ion. By hand it enters when $g$ is expanded at $t=0$. From

$$|n+td|^2=1+2t\langle n,d\rangle+t^2|d|^2$$

the distance $|n+td|$ has derivative $\langle n,d\rangle$ at $t=0$, so $-q|n+td|^{-3}$ has derivative $3q\langle n,d\rangle$. The product rule gives

$$\frac{d}{dt}F_q(n+td)\Big|_{t=0}=q\bigl(3\langle n,d\rangle n-d\bigr).$$

Setting $q=-1$ and summing over the electrons, while the ion stays put, we get

$$g'(0)=D-3\langle n,D\rangle n,\qquad g(0)=-Zn+Nn=(N-Z)n.$$

```lean
/-- Displacing a charge `q` from the unit vector `n` along `d` changes its field at the core,
to first order, by the dipole field `q (3 ⟨n, d⟩ n - d)`. -/
theorem hasDerivAt_fieldAtCore (q : ℝ) {n : Space} (hn : ‖n‖ = 1) (d : Space) :
    HasDerivAt (fun t : ℝ => fieldAtCore q (n + t • d))
      (q • ((3 * inner ℝ n d) • n - d)) 0 := by
  have hl : HasDerivAt (fun t : ℝ => n + t • d) d 0 :=
    (((hasDerivAt_id' (0 : ℝ)).smul_const d).const_add n).congr_deriv (one_smul ℝ d)
  have hs : HasDerivAt (fun t : ℝ => ‖n + t • d‖ ^ 2) (2 * inner ℝ n d) 0 :=
    hl.norm_sq.congr_deriv (by simp)
  -- the distance grows at the rate of the longitudinal displacement
  have hN : HasDerivAt (fun t : ℝ => ‖n + t • d‖) (inner ℝ n d) 0 := by
    have h := hs.sqrt (by simp [hn])
    have e : (fun t : ℝ => √(‖n + t • d‖ ^ 2)) = fun t : ℝ => ‖n + t • d‖ :=
      funext fun t => Real.sqrt_sq (norm_nonneg _)
    rw [e] at h
    exact h.congr_deriv (by simp [hn])
  have hq : HasDerivAt (fun t : ℝ => -q / ‖n + t • d‖ ^ 3) (3 * q * inner ℝ n d) 0 := by
    refine ((hasDerivAt_const (0 : ℝ) (-q)).fun_div (hN.fun_pow 3)
      (by simp [hn])).congr_deriv ?_
    simp only [zero_smul, add_zero, hn, one_pow, Nat.cast_ofNat]
    ring
  unfold fieldAtCore
  refine (hq.smul hl).congr_deriv ?_
  simp only [zero_smul, add_zero, hn, one_pow, div_one]
  module

/-- As the electronic displacements of an atom at the unit vector `n` are switched on, the
field at the core changes to first order by `D - 3 ⟨n, D⟩ n`, where `D` is their sum. -/
theorem hasDerivAt_atomField {N : ℕ} (Z : ℝ) {n : Space} (hn : ‖n‖ = 1)
    (d : Fin N → Space) :
    HasDerivAt (fun t : ℝ => atomField Z n (fun i => t • d i) 1)
      (∑ i, d i - (3 * inner ℝ n (∑ i, d i)) • n) 0 := by
  unfold atomField
  simp only [one_smul]
  refine ((HasDerivAt.fun_sum (u := Finset.univ) fun i _ =>
    hasDerivAt_fieldAtCore (-1) hn (d i)).const_add (fieldAtCore Z n)).congr_deriv ?_
  rw [inner_sum, Finset.mul_sum, Finset.sum_smul, ← Finset.sum_sub_distrib]
  exact Finset.sum_congr rfl fun i _ => by module

/-- With all electrons on the ion, at the unit vector `n`, the field at the core is that of
the net charge `Z - N`. -/
theorem atomField_zero {N : ℕ} (Z : ℝ) {n : Space} (hn : ‖n‖ = 1) (d : Fin N → Space) :
    atomField Z n (fun i => (0 : ℝ) • d i) 1 = ((N : ℝ) - Z) • n := by
  simp only [atomField, fieldAtCore, one_smul, zero_smul, add_zero, hn, one_pow, div_one,
    neg_neg, Finset.sum_const, Finset.card_univ, Fintype.card_fin]
  rw [← Nat.cast_smul_eq_nsmul ℝ]
  module
```

In `hasDerivAt_fieldAtCore`, `hs` differentiates the squared distance, `hN` takes the square root, `hq` handles the inverse cube, and `hq.smul hl` is the product rule. `hasDerivAt_atomField` sums these derivatives, and `atomField_zero` evaluates the monopole.

If $n$ had another nonzero length $\nu$, the distance would be $R\nu$, and the $R^{-4}$ coefficient found below would be divided by $\nu^4$.

## Neutrality: $Z=N$

Without neutrality, continuity of $g$ suffices. As $R\to\infty$, $R^2f(R)=g(1/R)\to(N-Z)n$, and therefore

$$R^4E(R)=-\frac a2|R^2f(R)|^2\longrightarrow-\frac a2(N-Z)^2.$$

```lean
/-- For an atom of ionic charge `Z` with `N` electrons, receding along the unit vector `n`,
`R ^ 4` times the core polarization energy tends to `-a (N - Z) ^ 2 / 2`. -/
theorem cppEnergy_charged (a Z : ℝ) {N : ℕ} {n : Space} (hn : ‖n‖ = 1)
    (d : Fin N → Space) :
    Tendsto (fun R : ℝ => R ^ 4 * cppEnergy a (atomField Z n d R)) atTop
      (𝓝 (-a / 2 * ((N : ℝ) - Z) ^ 2)) := by
  have hc : Tendsto (fun t : ℝ => atomField Z n (fun i => t • d i) 1) (𝓝 0)
      (𝓝 (((N : ℝ) - Z) • n)) := by
    rw [← atomField_zero Z hn d]
    exact (hasDerivAt_atomField Z hn d).continuousAt
  -- the monopole term of the field
  have hm : Tendsto (fun R : ℝ => R ^ 2 • atomField Z n d R) atTop
      (𝓝 (((N : ℝ) - Z) • n)) := by
    refine (hc.comp tendsto_inv_atTop_zero).congr' ?_
    filter_upwards [eventually_gt_atTop (0 : ℝ)] with R hR
    rw [Function.comp_apply, atomField_scaling Z n d hR, smul_inv_smul₀ (pow_pos hR 2).ne']
  have h := (hm.norm.pow 2).const_mul (-a / 2)
  rw [norm_smul, hn, mul_one, Real.norm_eq_abs, sq_abs] at h
  refine h.congr fun R => ?_
  simp only [cppEnergy, norm_smul, Real.norm_eq_abs, mul_pow, sq_abs]
  ring
```

The theorem `cppEnergy_charged` allows any real `Z`. Its step `hc` is the continuity, inherited from differentiability, and `hm` composes it with $1/R\to0$. The rest takes norms and squares.

Neutrality means $g(0)=0$. Then $R^3f(R)$ is a difference quotient:

$$R^3f(R)=R\,g(1/R)=\frac{g(1/R)-g(0)}{1/R}\longrightarrow g'(0)=D-3\langle n,D\rangle n.$$

```lean
/-- The field of a neutral atom receding along the unit vector `n` falls off at least as fast as
`R ^ (-3)`: `R ^ 3` times it tends to `D - 3 ⟨n, D⟩ n`, with `D` the sum of electronic
displacements. -/
theorem atomField_neutral {N : ℕ} {n : Space} (hn : ‖n‖ = 1) (d : Fin N → Space) :
    Tendsto (fun R : ℝ => R ^ 3 • atomField (N : ℝ) n d R) atTop
      (𝓝 (∑ i, d i - (3 * inner ℝ n (∑ i, d i)) • n)) := by
  have h := hasDerivAt_iff_tendsto_slope_zero.1 (hasDerivAt_atomField (N : ℝ) hn d)
  have hinv : Tendsto (fun R : ℝ => R⁻¹) atTop (𝓝[≠] 0) :=
    tendsto_inv_atTop_nhdsGT_zero.mono_right
      (nhdsWithin_mono _ fun x hx => (Set.mem_Ioi.1 hx).ne')
  refine (h.comp hinv).congr' ?_
  filter_upwards [eventually_gt_atTop (0 : ℝ)] with R hR
  -- neutrality removes the monopole from the difference quotient
  simp only [Function.comp_apply, zero_add, inv_inv, atomField_zero _ hn d, sub_self]
  simp only [zero_smul, sub_zero]
  rw [atomField_scaling _ n d hR, smul_smul]
  congr 1
  field_simp
```

In `atomField_neutral`, neutrality is built in by passing `(N : ℝ)` as the ionic charge. The first line of the proof restates the derivative as a limit of slopes, `hinv` says that $1/R$ tends to zero without being zero, and the `simp only` calls remove the monopole.

Squaring the limiting field with $|n|=1$ gives

$$|D-3\langle n,D\rangle n|^2=|D|^2-6\langle n,D\rangle^2+9\langle n,D\rangle^2=|D|^2+3\langle n,D\rangle^2,$$

so that

$$R^6E(R)\longrightarrow-\frac a2\bigl(|D|^2+3\langle n,D\rangle^2\bigr).$$

```lean
/-- For a neutral atom receding along the unit vector `n`, `R ^ 6` times the core polarization
energy tends to `-a (|D| ^ 2 + 3 ⟨n, D⟩ ^ 2) / 2`, with `D` the sum of electronic
displacements. -/
theorem cppEnergy_neutral (a : ℝ) {N : ℕ} {n : Space} (hn : ‖n‖ = 1) (d : Fin N → Space) :
    Tendsto (fun R : ℝ => R ^ 6 * cppEnergy a (atomField (N : ℝ) n d R)) atTop
      (𝓝 (-a / 2 * (‖∑ i, d i‖ ^ 2 + 3 * (inner ℝ n (∑ i, d i)) ^ 2))) := by
  have e : ∀ D : Space, ‖D - (3 * inner ℝ n D) • n‖ ^ 2
      = ‖D‖ ^ 2 + 3 * (inner ℝ n D) ^ 2 := fun D => by
    rw [norm_sub_sq_real, inner_smul_right, norm_smul, hn, real_inner_comm n D, mul_one,
      Real.norm_eq_abs, sq_abs]
    ring
  have h := ((atomField_neutral hn d).norm.pow 2).const_mul (-a / 2)
  rw [e] at h
  refine h.congr fun R => ?_
  simp only [cppEnergy, norm_smul, Real.norm_eq_abs, mul_pow, sq_abs]
  ring
```

In `cppEnergy_neutral`, the local identity `e` is this expansion. If $D=0$, as when the electrons balance around the ion, the limit is zero and the energy falls off faster than $R^{-6}$. If instead $N\ne Z$ and $a\ne0$, $R^6E(R)$ diverges like $R^2$.

## The ion's term kept or omitted

For one electron and a unit-charge ion, the field can be written with the opposite overall sign,

$$e(R)=\frac{n}{R^2}-\frac{Rn+d}{|Rn+d|^3},$$

which leaves the energy unchanged. Keeping both terms is the case $Z=N=1$. Omitting the ion's term is the case $Z=0$, $N=1$: the core then sees a bare electron. The two limits are

$$R^6E\to-\frac a2\bigl(|d|^2+3\langle n,d\rangle^2\bigr),\qquad R^4E_{\text{no ion}}\to-\frac a2.$$

```lean
/-- One electron and a unit-charge ion, receding along the unit vector `n`: with both terms in
the field the energy times `R ^ 6` has a finite limit, while with the ion term omitted the
energy times `R ^ 4` tends to `-a / 2`. -/
theorem cppEnergy_one_electron (a : ℝ) {n : Space} (hn : ‖n‖ = 1) (d : Space) :
    Tendsto (fun R : ℝ => R ^ 6 * cppEnergy a
        ((1 / R ^ 2) • n - (1 / ‖R • n + d‖ ^ 3) • (R • n + d))) atTop
      (𝓝 (-a / 2 * (‖d‖ ^ 2 + 3 * (inner ℝ n d) ^ 2))) ∧
    Tendsto (fun R : ℝ => R ^ 4 * cppEnergy a
        (-((1 / ‖R • n + d‖ ^ 3) • (R • n + d)))) atTop (𝓝 (-a / 2)) := by
  constructor
  · have h := cppEnergy_neutral a hn (fun _ : Fin 1 => d)
    simp only [Finset.univ_unique, Finset.sum_singleton, Nat.cast_one] at h
    refine h.congr' ?_
    filter_upwards [eventually_gt_atTop (0 : ℝ)] with R hR
    -- the two sign conventions for the field give the same energy
    have e : atomField 1 n (fun _ : Fin 1 => d) R
        = -((1 / R ^ 2) • n - (1 / ‖R • n + d‖ ^ 3) • (R • n + d)) := by
      have hR3 : -1 / R ^ 3 * R = -(1 / R ^ 2) := by field_simp
      simp only [atomField, fieldAtCore, Finset.univ_unique, Finset.sum_singleton, norm_smul,
        hn, Real.norm_of_nonneg hR.le, mul_one, smul_smul]
      rw [hR3, neg_neg]
      module
    simp only [cppEnergy, e, norm_neg]
  · have h := cppEnergy_charged a 0 hn (fun _ : Fin 1 => d)
    simp only [Nat.cast_one, sub_zero, one_pow, mul_one] at h
    refine h.congr fun R => ?_
    have e : atomField 0 n (fun _ : Fin 1 => d) R
        = (1 / ‖R • n + d‖ ^ 3) • (R • n + d) := by
      simp only [atomField, fieldAtCore, Finset.univ_unique, Finset.sum_singleton, neg_neg,
        neg_zero, zero_div, zero_smul, zero_add]
    simp only [cppEnergy, e, norm_neg]

end

end CorePolarization
```

The two halves of `cppEnergy_one_electron` specialise `cppEnergy_neutral` and `cppEnergy_charged` to one electron. In each, `e` identifies the written-out field with `atomField` up to sign, and `norm_neg` removes the sign. For $a\neq0$, the second limit says that the spurious energy is asymptotic to $-a/(2R^4)$, whatever the fixed displacement $d$.

```lean
#print axioms CorePolarization.cppEnergy_neutral
#print axioms CorePolarization.cppEnergy_one_electron
```

```
'CorePolarization.cppEnergy_neutral' depends on axioms: [propext, Classical.choice, Quot.sound]
'CorePolarization.cppEnergy_one_electron' depends on axioms: [propext, Classical.choice, Quot.sound]
```

## The field sum in a quantum Monte Carlo step

In a quantum Monte Carlo calculation with core polarization potentials, each sampled configuration supplies fixed electron positions. Leaving aside the short-range cutoffs usually applied in practice, the field vectors of the electrons and of the other ions are added for each polarizable core, and the sum is then squared. With effective core potentials, $Z$ is the ion's valence charge and $N$ counts the valence electrons. The squared sum contains electron–electron, electron–ion and ion–ion products; among the charges of one distant neutral atom, the $R^{-4}$ parts of these products cancel.

For the collinear atom of the opening with $R=10$ and $s=0.5$ bohr, the ion contributes a field of magnitude $0.01$ and the electron $0.00907$, in opposite directions. The energy is about $-4.3\times10^{-7}a$ hartree with both terms and $-4.1\times10^{-5}a$ hartree without the ion's, with $a$ in atomic units. For electronic structure work, within this model of static point charges and a single linear core, the ion's term thus decides whether a distant neutral atom leaves an artificial $R^{-4}$ attraction.
